# Two dipolar-weighted powder averages fix a bond direction up to signs when the shift tensor has distinct principal values

Place a bond along principal axis $k$ of a traceless shift tensor with principal values $a_0,a_1,a_2$. For a unit field direction $n$ the shift is $S=\sum_j a_jn_j^2$, and the dipolar factor is $3n_k^2-1$. Write $\langle\cdot\rangle$ for the average over the sphere. Since $\langle n_k^2\rangle=1/3$, $\langle n_k^4\rangle=1/5$, $\langle n_j^2n_k^2\rangle=1/15$ for $j\ne k$, and $\sum_j a_j=0$,

$$\langle S\,(3n_k^2-1)\rangle=3\left(\frac{a_k}{5}-\frac{a_k}{15}\right)=\frac{2a_k}{5}.$$

With distinct $a_k$, this number identifies the axis. A general unit bond vector $u$ gives the weighted mean $\sum_k a_ku_k^2$ instead, which in general does not determine three weights. Averaging with $S^2$ supplies $\sum_k a_k^2u_k^2$, and normalisation supplies the third equation.

This bears on finding the relative orientation of a shift tensor and a bond from powder NMR, for a rigid spin pair in an ideal isotropic powder with high-field shift and dipolar frequencies, known principal values and a known dipolar coupling constant. The dipolar factor enters with its sign. For a heteronuclear pair of spins 1/2, the two lines of the dipolar doublet have opposite dipolar shifts, so the averages refer to one line of the doublet and cancel if both lines are counted equally.

In Lean 4 with Mathlib:

```lean
import Mathlib

open Real Matrix

namespace PowderTensorOrientation

noncomputable section
```

## Field directions, shift and dipolar factor

With $z=\cos\theta$ and azimuth $\varphi$, the field direction is $n=(\sqrt{1-z^2}\cos\varphi,\sqrt{1-z^2}\sin\varphi,z)$.

```lean
/-- The unit vector with polar coordinate `z = cos θ` in `[-1, 1]` and azimuth `φ`. -/
def orientation (z φ : ℝ) : Fin 3 → ℝ :=
  ![√(1 - z ^ 2) * cos φ, √(1 - z ^ 2) * sin φ, z]
```

The area element is $dz\,d\varphi$ and the total area is $4\pi$, so the powder average is a normalised double integral.

```lean
/-- The powder average: the mean of `f` over all directions on the unit sphere. -/
def powderAverage (f : (Fin 3 → ℝ) → ℝ) : ℝ :=
  1 / (4 * π) * ∫ z in (-1 : ℝ)..1, ∫ φ in (0 : ℝ)..2 * π, f (orientation z φ)
```

All components refer to the principal axis frame, where the tensor is $A=\mathrm{diag}(a_0,a_1,a_2)$ and $S=\langle n,An\rangle$. Brackets with a comma denote the inner product. The trace may be nonzero from here on.

```lean
/-- The shift `⟨n, A n⟩` for field direction `n`, in the principal axis frame of `A`. -/
def shift (a n : Fin 3 → ℝ) : ℝ := n ⬝ᵥ (Matrix.diagonal a *ᵥ n)
```

The dipolar factor is $b_u(n)=3\langle n,u\rangle^2-1$, without the coupling constant.

```lean
/-- The dipolar factor `3 ⟨n, u⟩² - 1` for bond direction `u` and field direction `n`. -/
def dipolar (u n : Fin 3 → ℝ) : ℝ := 3 * (n ⬝ᵥ u) ^ 2 - 1
```

Multiplying out the diagonal form gives $S=a_0n_0^2+a_1n_1^2+a_2n_2^2$.

```lean
/-- The shift is the sum of the principal values weighted by squared direction components. -/
theorem shift_eq (a n : Fin 3 → ℝ) :
    shift a n = a 0 * n 0 ^ 2 + a 1 * n 1 ^ 2 + a 2 * n 2 ^ 2 := by
  simp only [shift, dotProduct, Matrix.mulVec_diagonal, Fin.sum_univ_three]
  ring
```

## Integrating over the azimuth and then over z

At fixed $z$, $S$ and $S^2$ are even polynomials in $\cos\varphi$, and $\langle n,u\rangle=\alpha\cos\varphi+\beta\sin\varphi+\gamma$, where $\alpha=\sqrt{1-z^2}\,u_0$, $\beta=\sqrt{1-z^2}\,u_1$ and $\gamma=zu_2$. The cross terms in the square integrate to zero, which leaves

$$(3\beta^2+3\gamma^2-1)+3(\alpha^2-\beta^2)\cos^2\varphi.$$

The azimuthal means of $\cos^2\varphi,\cos^4\varphi,\cos^6\varphi$ are $1/2,3/8,5/16$. In the code, `base` differentiates a general trigonometric antiderivative, `key` picks its coefficients, and the endpoints give the integral.

```lean
/-- Integral over the azimuth of an even quartic in `cos φ` times a dipolar factor. -/
theorem azimuthal_integral (k0 k1 k2 α β γ : ℝ) :
    ∫ φ in (0 : ℝ)..2 * π, (k0 + k1 * cos φ ^ 2 + k2 * cos φ ^ 4) *
        (3 * (α * cos φ + β * sin φ + γ) ^ 2 - 1) =
      2 * π * ((3 * β ^ 2 + 3 * γ ^ 2 - 1) * (k0 + k1 / 2 + 3 * k2 / 8) +
        3 * (α ^ 2 - β ^ 2) * (k0 / 2 + 3 * k1 / 8 + 5 * k2 / 16)) := by
  -- derivative of a general trigonometric antiderivative
  have base : ∀ J p0 p1 p2 p3 p4 p5 q1 q2 q3 q4 q5 q6 x : ℝ, HasDerivAt
      (fun y => J * y + sin y * (p0 + p1 * cos y + p2 * cos y ^ 2 + p3 * cos y ^ 3
        + p4 * cos y ^ 4 + p5 * cos y ^ 5) + (q1 * cos y + q2 * cos y ^ 2 + q3 * cos y ^ 3
        + q4 * cos y ^ 4 + q5 * cos y ^ 5 + q6 * cos y ^ 6))
      (J + cos x * (p0 + p1 * cos x + p2 * cos x ^ 2 + p3 * cos x ^ 3
        + p4 * cos x ^ 4 + p5 * cos x ^ 5) - (1 - cos x ^ 2) * (p1 + 2 * p2 * cos x
        + 3 * p3 * cos x ^ 2 + 4 * p4 * cos x ^ 3 + 5 * p5 * cos x ^ 4)
        - sin x * (q1 + 2 * q2 * cos x + 3 * q3 * cos x ^ 2 + 4 * q4 * cos x ^ 3
        + 5 * q5 * cos x ^ 4 + 6 * q6 * cos x ^ 5)) x := by
    intro J p0 p1 p2 p3 p4 p5 q1 q2 q3 q4 q5 q6 x
    have hc := Real.hasDerivAt_cos x
    have hP := (((((hasDerivAt_const x p0).fun_add (hc.const_mul p1)).fun_add
      ((hc.fun_pow 2).const_mul p2)).fun_add ((hc.fun_pow 3).const_mul p3)).fun_add
      ((hc.fun_pow 4).const_mul p4)).fun_add ((hc.fun_pow 5).const_mul p5)
    have hQ := (((((hc.const_mul q1).fun_add
      ((hc.fun_pow 2).const_mul q2)).fun_add ((hc.fun_pow 3).const_mul q3)).fun_add
      ((hc.fun_pow 4).const_mul q4)).fun_add ((hc.fun_pow 5).const_mul q5)).fun_add
      ((hc.fun_pow 6).const_mul q6)
    refine ((((hasDerivAt_id' x).const_mul J).fun_add
      ((Real.hasDerivAt_sin x).fun_mul hP)).fun_add hQ).congr_deriv ?_
    push_cast
    linear_combination (-(p1 + 2 * p2 * cos x + 3 * p3 * cos x ^ 2 + 4 * p4 * cos x ^ 3
      + 5 * p5 * cos x ^ 4)) * Real.sin_sq_add_cos_sq x
  have key := fun x : ℝ => (base
    ((3 * β ^ 2 + 3 * γ ^ 2 - 1) * (k0 + k1 / 2 + 3 * k2 / 8) +
      3 * (α ^ 2 - β ^ 2) * (k0 / 2 + 3 * k1 / 8 + 5 * k2 / 16))
    (6 * α * γ * (k0 + 2 * k1 / 3 + 8 * k2 / 15))
    ((3 * β ^ 2 + 3 * γ ^ 2 - 1) * (k1 / 2 + 3 * k2 / 8) +
      3 * (α ^ 2 - β ^ 2) * (k0 / 2 + 3 * k1 / 8 + 5 * k2 / 16))
    (6 * α * γ * (k1 / 3 + 4 * k2 / 15))
    ((3 * β ^ 2 + 3 * γ ^ 2 - 1) * k2 / 4 + 3 * (α ^ 2 - β ^ 2) * (k1 / 4 + 5 * k2 / 24))
    (6 * α * γ * k2 / 5) (3 * (α ^ 2 - β ^ 2) * k2 / 6)
    (-6 * β * γ * k0) (-3 * α * β * k0) (-2 * β * γ * k1) (-3 * α * β * k1 / 2)
    (-6 * β * γ * k2 / 5) (-α * β * k2) x).congr_deriv
    (show _ = (k0 + k1 * cos x ^ 2 + k2 * cos x ^ 4) *
        (3 * (α * cos x + β * sin x + γ) ^ 2 - 1) by
      linear_combination (-3 * β ^ 2 * (k0 + k1 * cos x ^ 2 + k2 * cos x ^ 4)) *
        Real.sin_sq_add_cos_sq x)
  rw [intervalIntegral.integral_eq_sub_of_hasDerivAt (fun x _ => key x)
    (Continuous.intervalIntegrable (by fun_prop) _ _)]
  simp only [Real.cos_two_pi, Real.sin_two_pi, Real.cos_zero, Real.sin_zero]
  ring
```

What remains is an even polynomial in $z$, in which $z^{2l}$ averages to $1/(2l+1)$.

```lean
/-- A function whose azimuthal integral is an even sextic in `z` has the powder average
obtained by integrating that polynomial. -/
theorem powderAverage_of_azimuth {f : (Fin 3 → ℝ) → ℝ} (X0 X1 Y A0 A1 A2 B0 B1 B2 : ℝ)
    (h : ∀ z ∈ Set.Icc (-1 : ℝ) 1, ∫ φ in (0 : ℝ)..2 * π, f (orientation z φ) =
      2 * π * ((X0 + X1 * z ^ 2) * (A0 + A1 * z ^ 2 + A2 * z ^ 4) +
        Y * (1 - z ^ 2) * (B0 + B1 * z ^ 2 + B2 * z ^ 4))) :
    powderAverage f = (X0 * A0 + Y * B0) + (X0 * A1 + X1 * A0 + Y * (B1 - B0)) / 3 +
      (X0 * A2 + X1 * A1 + Y * (B2 - B1)) / 5 + (X1 * A2 - Y * B2) / 7 := by
  have key := fun z : ℝ => (((((hasDerivAt_id' z).const_mul (X0 * A0 + Y * B0)).fun_add
    ((hasDerivAt_pow 3 z).const_mul ((X0 * A1 + X1 * A0 + Y * (B1 - B0)) / 3))).fun_add
    ((hasDerivAt_pow 5 z).const_mul ((X0 * A2 + X1 * A1 + Y * (B2 - B1)) / 5))).fun_add
    ((hasDerivAt_pow 7 z).const_mul ((X1 * A2 - Y * B2) / 7))).const_mul (2 * π)
    |>.congr_deriv (show _ = 2 * π * ((X0 + X1 * z ^ 2) * (A0 + A1 * z ^ 2 + A2 * z ^ 4) +
        Y * (1 - z ^ 2) * (B0 + B1 * z ^ 2 + B2 * z ^ 4)) by push_cast; ring)
  unfold powderAverage
  rw [intervalIntegral.integral_congr (fun z hz => h z (by
      rwa [Set.uIcc_of_le (by norm_num)] at hz)),
    intervalIntegral.integral_eq_sub_of_hasDerivAt (fun z _ => key z)
      (Continuous.intervalIntegrable (by fun_prop) _ _)]
  have hpi := Real.pi_ne_zero
  field_simp
  ring
```

For $m=1,2$, collecting terms gives

$$\langle S^mb_u\rangle=3\sum_k u_k^2\langle S^mn_k^2\rangle-\langle S^m\rangle.$$

The same two integrations give $\langle n_k^6\rangle=1/7$, $\langle n_j^4n_k^2\rangle=1/35$ for $j\ne k$, and $\langle n_0^2n_1^2n_2^2\rangle=1/105$. Put $T=\sum_k a_k$ and $Q=\sum_k a_k^2$. Then

$$\langle S\rangle=\frac T3,\qquad \langle Sn_k^2\rangle=\frac{T+2a_k}{15},$$
$$\langle S^2\rangle=\frac{T^2+2Q}{15},\qquad \langle S^2n_k^2\rangle=\frac{T^2+2Q+4Ta_k+8a_k^2}{105}.$$

With $M_m=\sum_k a_k^mu_k^2$ and $\sum_k u_k^2=1$,

$$\langle Sb_u\rangle=\frac{2M_1}{5}-\frac{2T}{15},\qquad \langle S^2b_u\rangle=\frac{8M_2+4TM_1}{35}-\frac{4(T^2+2Q)}{105}.$$

The theorem treats $sS+tS^2$ at once and keeps $\sum_k u_k^2$ general. Its `hA` and `hB` write the shift and the dipolar factor along $n$ in the form that the azimuthal integral needs.

```lean
/-- Closed form of the dipolar-weighted powder average of `s ⟨n, A n⟩ + t ⟨n, A n⟩²`. -/
theorem powderAverage_quadratic (a u : Fin 3 → ℝ) (s t : ℝ) :
    powderAverage (fun n => (s * shift a n + t * shift a n ^ 2) * dipolar u n) =
      s * (((∑ k, a k) * (∑ k, u k ^ 2) + 2 * ∑ k, a k * u k ^ 2) / 5 - (∑ k, a k) / 3) +
      t * (((∑ k, u k ^ 2) * ((∑ k, a k) ^ 2 + 2 * ∑ k, a k ^ 2) +
        4 * (∑ k, a k) * (∑ k, a k * u k ^ 2) + 8 * ∑ k, a k ^ 2 * u k ^ 2) / 35 -
        ((∑ k, a k) ^ 2 + 2 * ∑ k, a k ^ 2) / 15) := by
  obtain ⟨d, hd⟩ : ∃ d, d = a 2 - a 1 := ⟨_, rfl⟩
  obtain ⟨e, he⟩ : ∃ e, e = a 0 - a 1 := ⟨_, rfl⟩
  rw [powderAverage_of_azimuth (3 * u 1 ^ 2 - 1) (3 * u 2 ^ 2 - 3 * u 1 ^ 2)
    (3 * (u 0 ^ 2 - u 1 ^ 2))
    (s * (a 1 + e / 2) + t * (a 1 ^ 2 + a 1 * e + 3 * e ^ 2 / 8))
    (s * (d - e / 2) + t * (2 * a 1 * d + d * e - a 1 * e - 3 * e ^ 2 / 4))
    (t * (d ^ 2 - d * e + 3 * e ^ 2 / 8))
    (s * (a 1 / 2 + 3 * e / 8) + t * (a 1 ^ 2 / 2 + 3 * a 1 * e / 4 + 5 * e ^ 2 / 16))
    (s * (d / 2 - 3 * e / 8) + t * (a 1 * d + 3 * (d * e - a 1 * e) / 4 - 5 * e ^ 2 / 8))
    (t * (d ^ 2 / 2 - 3 * d * e / 4 + 5 * e ^ 2 / 16))]
  · simp only [Fin.sum_univ_three, hd, he]
    ring
  · intro z hz
    have hr : √(1 - z ^ 2) ^ 2 = 1 - z ^ 2 := Real.sq_sqrt (by nlinarith [hz.1, hz.2])
    -- shift and dipolar factor along the chosen direction
    have hA : ∀ φ, shift a (orientation z φ) =
        (a 1 + d * z ^ 2) + e * (1 - z ^ 2) * cos φ ^ 2 := by
      intro φ
      rw [shift_eq, hd, he]
      simp only [orientation, Matrix.cons_val]
      linear_combination (a 0 * cos φ ^ 2 + a 1 * sin φ ^ 2) * hr +
        a 1 * (1 - z ^ 2) * Real.sin_sq_add_cos_sq φ
    have hB : ∀ φ, dipolar u (orientation z φ) = 3 * (√(1 - z ^ 2) * u 0 * cos φ +
        √(1 - z ^ 2) * u 1 * sin φ + z * u 2) ^ 2 - 1 := by
      intro φ
      simp only [dipolar, dotProduct, Fin.sum_univ_three, orientation, Matrix.cons_val]
      ring
    have hk := azimuthal_integral
      (s * (a 1 + d * z ^ 2) + t * (a 1 + d * z ^ 2) ^ 2)
      (s * (e * (1 - z ^ 2)) + 2 * t * (a 1 + d * z ^ 2) * (e * (1 - z ^ 2)))
      (t * (e * (1 - z ^ 2)) ^ 2) (√(1 - z ^ 2) * u 0) (√(1 - z ^ 2) * u 1) (z * u 2)
    refine Eq.trans (intervalIntegral.integral_congr fun φ _ => ?_) (hk.trans ?_)
    · simp only [hA, hB]
      ring
    · simp only [mul_pow, hr]
      ring
```

## Solving for the squared components

Let $v$ be a second unit vector and $\delta_k=u_k^2-v_k^2$. Equal first averages give $\sum_k a_k\delta_k=0$. The term $4TM_1$ then cancels between the second averages, so $\sum_k a_k^2\delta_k=0$, and normalisation gives $\sum_k\delta_k=0$. Hence

$$0=\sum_k(a_k-a_1)(a_k-a_2)\delta_k=(a_0-a_1)(a_0-a_2)\delta_0,$$

so $\delta_0=0$. Likewise $\delta_1=0$, and then $\delta_2=0$.

In the statement, `Function.Injective a` says that the principal values are distinct, and `hu` and `hv` say that the bond vectors are unit vectors. The equations `q1` and `q2` are the two moment equations, and `e0`, `e1`, `e2` are the three conclusions. The converse follows by substitution into the closed forms.

```lean
/-- For distinct principal values and unit bond directions `u`, `v`, the dipolar-weighted
powder averages of the shift and of its square agree iff `u_k² = v_k²` for every `k`. -/
theorem averages_agree_iff {a u v : Fin 3 → ℝ} (ha : Function.Injective a)
    (hu : ∑ k, u k ^ 2 = 1) (hv : ∑ k, v k ^ 2 = 1) :
    (powderAverage (fun n => shift a n * dipolar u n) =
        powderAverage (fun n => shift a n * dipolar v n) ∧
      powderAverage (fun n => shift a n ^ 2 * dipolar u n) =
        powderAverage (fun n => shift a n ^ 2 * dipolar v n)) ↔
      ∀ k, u k ^ 2 = v k ^ 2 := by
  have m1 := fun w => powderAverage_quadratic a w 1 0
  have m2 := fun w => powderAverage_quadratic a w 0 1
  simp only [one_mul, zero_mul, add_zero, zero_add] at m1 m2
  rw [m1 u, m1 v, m2 u, m2 v]
  constructor
  · rintro ⟨h1, h2⟩
    rw [hu, hv] at h1 h2
    have q1 : ∑ k, a k * u k ^ 2 = ∑ k, a k * v k ^ 2 := by
      linear_combination (5 / 2) * h1
    have q2 : ∑ k, a k ^ 2 * u k ^ 2 = ∑ k, a k ^ 2 * v k ^ 2 := by
      linear_combination (35 / 8) * h2 - ((∑ k, a k) / 2) * q1
    simp only [Fin.sum_univ_three] at q1 q2 hu hv
    have h01 : a 0 - a 1 ≠ 0 := sub_ne_zero.2 (ha.ne (by decide))
    have h02 : a 0 - a 2 ≠ 0 := sub_ne_zero.2 (ha.ne (by decide))
    have h12 : a 1 - a 2 ≠ 0 := sub_ne_zero.2 (ha.ne (by decide))
    -- solve the Vandermonde system for the squared components
    have e0 : u 0 ^ 2 = v 0 ^ 2 := mul_right_cancel₀ (mul_ne_zero h01 h02) (by
      linear_combination q2 - (a 1 + a 2) * q1 + a 1 * a 2 * (hu - hv))
    have e1 : u 1 ^ 2 = v 1 ^ 2 := mul_right_cancel₀ (mul_ne_zero h01 h12) (by
      linear_combination -q2 + (a 0 + a 2) * q1 - a 0 * a 2 * (hu - hv))
    have e2 : u 2 ^ 2 = v 2 ^ 2 := by linear_combination hu - hv - e0 - e1
    intro k
    fin_cases k
    exacts [e0, e1, e2]
  · intro h
    simp only [h, and_self]
```

In a calculation with a traceless tensor, the averages give $M_1=\tfrac52\langle Sb_u\rangle$ and $M_2=\tfrac{35}{8}\langle S^2b_u\rangle+\tfrac Q3$. For principal values $41,-34,-7$ and averages $-14/5$ and $3064/35$, this yields $M_1=-7$ and $M_2=1345$, so

$$u_0^2=\frac{M_2-(a_1+a_2)M_1+a_1a_2}{(a_0-a_1)(a_0-a_2)}=\frac{1296}{3600}=\frac{9}{25}.$$

The other two squares are $16/25$ and $0$.

## Why higher powers do not reveal the signs

Reflecting one coordinate axis preserves the sphere average. The three reflections are $\varphi\to\pi-\varphi$, $\varphi\to-\varphi$ and $z\to-z$; the first two use periodicity in $\varphi$.

```lean
/-- The powder average is unchanged when any one coordinate axis is reflected. -/
theorem powderAverage_reflect (f : (Fin 3 → ℝ) → ℝ) :
    powderAverage (fun n => f ![-n 0, n 1, n 2]) = powderAverage f ∧
    powderAverage (fun n => f ![n 0, -n 1, n 2]) = powderAverage f ∧
    powderAverage (fun n => f ![n 0, n 1, -n 2]) = powderAverage f := by
  have flip : ∀ z c : ℝ, ∫ φ in (0 : ℝ)..2 * π, f (orientation z (c - φ)) =
      ∫ φ in (0 : ℝ)..2 * π, f (orientation z φ) := by
    intro z c
    have hper : Function.Periodic (fun φ => f (orientation z φ)) (2 * π) := by
      intro φ
      simp [orientation]
    have h := hper.intervalIntegral_add_eq (c - 2 * π) 0
    rw [sub_add_cancel, zero_add] at h
    have h' := intervalIntegral.integral_comp_sub_left (a := 0) (b := 2 * π)
      (fun φ => f (orientation z φ)) c
    rw [sub_zero] at h'
    exact h'.trans h
  refine ⟨?_, ?_, ?_⟩
  · unfold powderAverage
    simp only [← flip _ π]
    simp [orientation, Real.cos_pi_sub, Real.sin_pi_sub]
  · unfold powderAverage
    simp only [← flip _ 0]
    simp [orientation]
  · unfold powderAverage
    congr 1
    have h := intervalIntegral.integral_comp_neg (a := -1) (b := 1)
      (fun z => ∫ φ in (0 : ℝ)..2 * π, f (orientation z φ))
    rw [neg_neg] at h
    refine Eq.trans ?_ h
    simp [orientation]
```

Such a reflection leaves $S$ unchanged and has the same effect on $\langle n,u\rangle$ as changing the sign of one $u_k$. So $\langle g(S)b_u\rangle$ is blind to these signs for every function $g$, including every power. The proof flips one component at a time through `f0`, `f1` and `f2`.

```lean
/-- If `u_k² = v_k²` for every `k`, the dipolar-weighted powder averages of any function `g`
of the shift agree for `u` and `v`. -/
theorem signs_invisible (g : ℝ → ℝ) (a : Fin 3 → ℝ) {u v : Fin 3 → ℝ}
    (h : ∀ k, u k ^ 2 = v k ^ 2) :
    powderAverage (fun n => g (shift a n) * dipolar u n) =
      powderAverage (fun n => g (shift a n) * dipolar v n) := by
  let F : ℝ → ℝ → ℝ → ℝ := fun x y z =>
    powderAverage (fun n => g (shift a n) * dipolar ![x, y, z] n)
  have f0 : ∀ x y z, F (-x) y z = F x y z := by
    intro x y z
    refine Eq.trans ?_ (powderAverage_reflect
      (fun n => g (shift a n) * dipolar ![x, y, z] n)).1
    simp [F, shift_eq, dipolar, dotProduct, Fin.sum_univ_three]
  have f1 : ∀ x y z, F x (-y) z = F x y z := by
    intro x y z
    refine Eq.trans ?_ (powderAverage_reflect
      (fun n => g (shift a n) * dipolar ![x, y, z] n)).2.1
    simp [F, shift_eq, dipolar, dotProduct, Fin.sum_univ_three]
  have f2 : ∀ x y z, F x y (-z) = F x y z := by
    intro x y z
    refine Eq.trans ?_ (powderAverage_reflect
      (fun n => g (shift a n) * dipolar ![x, y, z] n)).2.2
    simp [F, shift_eq, dipolar, dotProduct, Fin.sum_univ_three]
  have hF : ∀ w : Fin 3 → ℝ, powderAverage (fun n => g (shift a n) * dipolar w n) =
      F (w 0) (w 1) (w 2) := by
    intro w
    simp [F, dipolar, dotProduct, Fin.sum_univ_three]
  rw [hF u, hF v]
  -- flip the signs one axis at a time
  rcases sq_eq_sq_iff_eq_or_eq_neg.1 (h 0) with h0 | h0 <;>
  rcases sq_eq_sq_iff_eq_or_eq_neg.1 (h 1) with h1 | h1 <;>
  rcases sq_eq_sq_iff_eq_or_eq_neg.1 (h 2) with h2 | h2 <;>
  simp only [h0, h1, h2, f0, f1, f2]
```

## Coinciding principal values and a single average

For $a=(1,1,-2)$, bonds along the first two axes give the same $M_1$ and $M_2$, hence the same averages, but different squared components. Any coincidence $a_i=a_j$ with $i\ne j$ does the same. In this example the first two axes can be rotated freely about the third, so the two bonds are equivalent relative to the tensor. The angle between the bond and the third axis keeps its meaning, and $M_1=1-3u_2^2$ still fixes its squared cosine $u_2^2$.

```lean
/-- If two principal values coincide, bonds along the two corresponding axes give the same
two averages although their squared components differ. -/
theorem equal_values_fail {a : Fin 3 → ℝ} {i j : Fin 3} (hij : i ≠ j) (h : a i = a j) :
    let u : Fin 3 → ℝ := Pi.single i 1
    let v : Fin 3 → ℝ := Pi.single j 1
    powderAverage (fun n => shift a n * dipolar u n) =
        powderAverage (fun n => shift a n * dipolar v n) ∧
      powderAverage (fun n => shift a n ^ 2 * dipolar u n) =
        powderAverage (fun n => shift a n ^ 2 * dipolar v n) ∧ u i ^ 2 ≠ v i ^ 2 := by
  intro u v
  have m1 := fun w => powderAverage_quadratic a w 1 0
  have m2 := fun w => powderAverage_quadratic a w 0 1
  simp only [one_mul, zero_mul, add_zero, zero_add] at m1 m2
  have hs : ∀ (f : Fin 3 → ℝ) (l : Fin 3),
      ∑ k, f k * (Pi.single l 1 : Fin 3 → ℝ) k ^ 2 = f l := by
    intro f l
    fin_cases l <;> simp [Pi.single_apply]
  have hn : ∀ l : Fin 3, ∑ k, (Pi.single l 1 : Fin 3 → ℝ) k ^ 2 = 1 := by
    intro l
    simpa only [one_mul] using hs (fun _ => 1) l
  refine ⟨?_, ?_, ?_⟩
  · rw [m1 u, m1 v, hn i, hn j, hs a i, hs a j, h]
  · rw [m2 u, m2 v, hn i, hn j, hs a i, hs a j, hs (fun k => a k ^ 2) i,
      hs (fun k => a k ^ 2) j, h]
  · simp [u, v, hij]
```

The first average alone is not enough even for distinct values. With $41,-34,-7$ again, the bond $(3/5,4/5,0)$ has

$$M_1=\frac{9\cdot41-16\cdot34}{25}=-7,$$

which is also the value for a bond along the third axis.

```lean
/-- For the traceless tensor with principal values `41, -34, -7`, the unit bond directions
`(3/5, 4/5, 0)` and `(0, 0, 1)` give the same average of the shift times the dipolar factor. -/
theorem first_average_insufficient :
    powderAverage (fun n => shift ![41, -34, -7] n * dipolar ![3 / 5, 4 / 5, 0] n) =
      powderAverage (fun n => shift ![41, -34, -7] n * dipolar ![0, 0, 1] n) := by
  have m1 := fun w => powderAverage_quadratic ![41, -34, -7] w 1 0
  simp only [one_mul, zero_mul, add_zero] at m1
  rw [m1, m1]
  simp only [Fin.sum_univ_three, Matrix.cons_val]
  norm_num

end

end PowderTensorOrientation
```

```lean
#print axioms PowderTensorOrientation.averages_agree_iff
#print axioms PowderTensorOrientation.signs_invisible
#print axioms PowderTensorOrientation.equal_values_fail
#print axioms PowderTensorOrientation.first_average_insufficient
```

```
'PowderTensorOrientation.averages_agree_iff' depends on axioms: [propext, Classical.choice, Quot.sound]
'PowderTensorOrientation.signs_invisible' depends on axioms: [propext, Classical.choice, Quot.sound]
'PowderTensorOrientation.equal_values_fail' depends on axioms: [propext, Classical.choice, Quot.sound]
'PowderTensorOrientation.first_average_insufficient' depends on axioms: [propext, Classical.choice, Quot.sound]
```
